# Bound radial ZORA solutions in a Coulomb potential are scaled Dirac large components

For the 1s level of a one-electron ion, the zeroth-order regular approximation (ZORA) gives an energy below the Dirac value. The ZORA orbital also differs from the large component of the Dirac solution. For the potential \(-Z/r\) and energies \(E>-2c^2\), counted from the rest energy, a change of length scale accounts for both. With

\[
\mu=\frac{2c^2+E}{2c^2},\qquad \varepsilon=\frac{2c^2E}{2c^2+E},
\]

\(P\) is the large component of a radial Dirac solution with energy \(E\) exactly when \(p(x)=P(x/\mu)\) solves the ZORA equation with energy \(\varepsilon\). Atomic units are used: \(c\) is the speed of light, \(Z\) the nuclear charge and \(\kappa\) the relativistic angular quantum number.

## The two radial equations

```lean
import Mathlib

open Set

namespace ZoraCoulombScaling

noncomputable section
```

The file loads the library Mathlib and opens a namespace for its own definitions.

```lean
/-- The radial operator `d/dr + κ/r`. -/
def radialUp (κ : ℝ) (f : ℝ → ℝ) (r : ℝ) : ℝ := deriv f r + κ / r * f r
```

This is \((d/dr+\kappa/r)f\). The type `ℝ → ℝ` means a real function on the whole line, although only positive radii will matter.

```lean
/-- The radial operator `-d/dr + κ/r`. -/
def radialDown (κ : ℝ) (f : ℝ → ℝ) (r : ℝ) : ℝ := -deriv f r + κ / r * f r
```

This is \((-d/dr+\kappa/r)f\).

```lean
/-- `(P, Q)` solves the radial Dirac equation in the potential `-Z/r` on `r > 0`, with the
energy `E` counted from the rest energy. -/
structure IsDiracSolution (c Z κ E : ℝ) (P Q : ℝ → ℝ) : Prop where
  diffP : ∀ r, 0 < r → DifferentiableAt ℝ P r
  diffQ : ∀ r, 0 < r → DifferentiableAt ℝ Q r
  large : ∀ r, 0 < r → -(Z / r) * P r + c * radialDown κ Q r = E * P r
  small : ∀ r, 0 < r → c * radialUp κ P r + (-(Z / r) - 2 * c ^ 2) * Q r = E * Q r
```

A pair \((P,Q)\) of large and small components is a Dirac solution if both functions are differentiable for \(r>0\) and

\[
-\frac Zr P+c\Bigl(-Q'+\frac{\kappa}{r}Q\Bigr)=EP,\qquad
c\Bigl(P'+\frac{\kappa}{r}P\Bigr)-\Bigl(\frac Zr+2c^2\Bigr)Q=EQ .
\]

Differentiability is required separately because Lean's `deriv` returns 0 where no derivative exists. No boundary condition or normalisability is imposed, so \(E\) need not be an eigenvalue. The number \(\kappa\) may be any real.

```lean
/-- The function `c²/(2c² + Z/x) (d/dx + κ/x) p` inside the ZORA kinetic energy. -/
def zoraFlux (c Z κ : ℝ) (p : ℝ → ℝ) (x : ℝ) : ℝ :=
  c ^ 2 / (2 * c ^ 2 + Z / x) * radialUp κ p x
```

Call this function the flux of \(p\):

\[
F(x)=\frac{c^2}{2c^2+Z/x}\Bigl(p'(x)+\frac{\kappa}{x}p(x)\Bigr).
\]

```lean
/-- The radial ZORA Hamiltonian in the potential `-Z/x`. -/
def zoraHamiltonian (c Z κ : ℝ) (p : ℝ → ℝ) (x : ℝ) : ℝ :=
  radialDown κ (zoraFlux c Z κ p) x - Z / x * p x
```

The ZORA Hamiltonian acts as \(-F'+\kappa F/x-Zp/x\).

```lean
/-- `p` solves the radial ZORA equation with energy `ε` on `x > 0`; both derivatives in the
Hamiltonian exist. -/
structure IsZoraSolution (c Z κ ε : ℝ) (p : ℝ → ℝ) : Prop where
  diff : ∀ x, 0 < x → DifferentiableAt ℝ p x
  diffFlux : ∀ x, 0 < x → DifferentiableAt ℝ (zoraFlux c Z κ p) x
  energy : ∀ x, 0 < x → zoraHamiltonian c Z κ p x = ε * p x
```

A ZORA solution has differentiable \(p\) and \(F\), and satisfies the equation with energy \(\varepsilon\) for all \(x>0\). For \(c>0\) and \(Z\ge0\) the prefactor in \(F\) is smooth and positive, so this amounts to \(p\) being twice differentiable.

## The scale factor and the energy

```lean
/-- The scaling factor `μ = (2c² + E)/(2c²)`. -/
def scaling (c E : ℝ) : ℝ := (2 * c ^ 2 + E) / (2 * c ^ 2)
```

This is \(\mu\), which is below 1 for a bound state.

```lean
/-- The scaled energy `ε = 2c²E/(2c² + E)`. -/
def zoraEnergy (c E : ℝ) : ℝ := 2 * c ^ 2 * E / (2 * c ^ 2 + E)
```

This is \(\varepsilon\). For \(-2c^2<E<0\) the denominator is smaller than \(2c^2\), so \(\varepsilon<E\): the ZORA energy is too low.

```lean
/-- For `c > 0` and `E > -2c²`, the scaling factor is positive, and it satisfies `2c²μ = 2c² + E`
and `με = E`. -/
theorem scaling_relations {c E : ℝ} (hc : 0 < c) (hE : -(2 * c ^ 2) < E) :
    0 < scaling c E ∧ 2 * c ^ 2 * scaling c E = 2 * c ^ 2 + E ∧
      scaling c E * zoraEnergy c E = E := by
  have h1 : 0 < 2 * c ^ 2 + E := by linarith
  have h2 : 2 * c ^ 2 + E ≠ 0 := h1.ne'
  refine ⟨div_pos h1 (by positivity), ?_, ?_⟩
  · unfold scaling
    field_simp
  · unfold scaling zoraEnergy
    field_simp
```

The hypothesis \(E>-2c^2\) keeps the energy above the negative-energy continuum, and it makes \(\mu\) positive, so that scaling maps the half-line to itself. The two identities, \(2c^2\mu=2c^2+E\) and \(\mu\varepsilon=E\), follow by clearing denominators, which is the work of `field_simp`.

## From Dirac to ZORA

```lean
/-- Derivative of a function whose argument is divided by `μ`. -/
theorem hasDerivAt_div_scale {f : ℝ → ℝ} {f' μ x : ℝ} (h : HasDerivAt f f' (x / μ)) :
    HasDerivAt (fun y => f (y / μ)) (f' / μ) x := by
  have h2 : HasDerivAt (fun y : ℝ => y / μ) (1 / μ) x := (hasDerivAt_id' x).div_const μ
  exact (HasDerivAt.comp x h h2).congr_deriv (by ring)
```

This is the chain rule: the derivative of \(f(x/\mu)\) is \(f'(x/\mu)/\mu\). `HasDerivAt` states that the derivative exists and gives its value.

```lean
/-- For a Dirac solution with `Z ≥ 0` and `E > -2c²`, the ZORA flux of the scaled large component is
`c` times the scaled small component. -/
theorem zoraFlux_scaled {c Z κ E : ℝ} {P Q : ℝ → ℝ} (hc : 0 < c) (hZ : 0 ≤ Z)
    (hE : -(2 * c ^ 2) < E) (h : IsDiracSolution c Z κ E P Q) {x : ℝ} (hx : 0 < x) :
    zoraFlux c Z κ (fun y => P (y / scaling c E)) x = c * Q (x / scaling c E) := by
  obtain ⟨hμ, hμE, -⟩ := scaling_relations hc hE
  have hr := div_pos hx hμ
  have hd := (hasDerivAt_div_scale (h.diffP _ hr).hasDerivAt).deriv
  have e : ∀ a : ℝ, a / (x / scaling c E) = scaling c E * (a / x) := by
    intro a
    rw [div_div_eq_mul_div]
    ring
  have h2 := h.small _ hr
  simp only [radialUp] at h2
  rw [e κ, e Z] at h2
  have hD : 0 < 2 * c ^ 2 + Z / x := by positivity
  have e3 : scaling c E * (deriv P (x / scaling c E) / scaling c E)
      = deriv P (x / scaling c E) := mul_div_cancel₀ _ hμ.ne'
  -- the second Dirac equation, divided by the scaling factor
  have key : c * (deriv P (x / scaling c E) / scaling c E + κ / x * P (x / scaling c E))
      = (2 * c ^ 2 + Z / x) * Q (x / scaling c E) := by
    apply mul_left_cancel₀ hμ.ne'
    linear_combination h2 + c * e3 - Q (x / scaling c E) * hμE
  simp only [zoraFlux, radialUp]
  rw [hd, div_mul_eq_mul_div, div_eq_iff hD.ne']
  linear_combination c * key
```

The theorem says \(F(x)=c\,Q(x/\mu)\). To see it, put \(r=x/\mu\) in the second Dirac equation. Then \(1/r=\mu/x\) and \(P'(r)=\mu p'(x)\), so

\[
c\mu\Bigl(p'+\frac{\kappa}{x}p\Bigr)=\Bigl(2c^2+E+\frac{\mu Z}{x}\Bigr)Q(r)=\mu\Bigl(2c^2+\frac Zx\Bigr)Q(r),
\]

where the last step uses \(2c^2+E=2c^2\mu\). Dividing by \(\mu\) gives the line called `key` in the proof; multiplying by \(c/(2c^2+Z/x)\) gives the claim. The energy has disappeared from the denominator, which is how the exact equation takes the ZORA form. The tactic `linear_combination` checks that an equation is the stated combination of known ones.

```lean
/-- For `Z ≥ 0` and `E > -2c²`, the scaled large component of a Dirac solution solves the ZORA
equation with the scaled energy. -/
theorem zora_of_dirac {c Z κ E : ℝ} {P Q : ℝ → ℝ} (hc : 0 < c) (hZ : 0 ≤ Z)
    (hE : -(2 * c ^ 2) < E) (h : IsDiracSolution c Z κ E P Q) :
    IsZoraSolution c Z κ (zoraEnergy c E) (fun x => P (x / scaling c E)) := by
  obtain ⟨hμ, -, hε⟩ := scaling_relations hc hE
  have hflux : ∀ x, 0 < x → HasDerivAt (zoraFlux c Z κ (fun y => P (y / scaling c E)))
      (c * (deriv Q (x / scaling c E) / scaling c E)) x := by
    intro x hx
    refine ((hasDerivAt_div_scale
      (h.diffQ _ (div_pos hx hμ)).hasDerivAt).const_mul c).congr_of_eventuallyEq ?_
    filter_upwards [Ioi_mem_nhds hx] with y hy
    exact zoraFlux_scaled hc hZ hE h hy
  refine ⟨fun x hx => (hasDerivAt_div_scale
    (h.diffP _ (div_pos hx hμ)).hasDerivAt).differentiableAt,
    fun x hx => (hflux x hx).differentiableAt, fun x hx => ?_⟩
  have e : ∀ a : ℝ, a / (x / scaling c E) = scaling c E * (a / x) := by
    intro a
    rw [div_div_eq_mul_div]
    ring
  have h1 := h.large _ (div_pos hx hμ)
  simp only [radialDown] at h1
  rw [e κ, e Z] at h1
  have e3 : scaling c E * (deriv Q (x / scaling c E) / scaling c E)
      = deriv Q (x / scaling c E) := mul_div_cancel₀ _ hμ.ne'
  simp only [zoraHamiltonian, radialDown]
  rw [(hflux x hx).deriv, zoraFlux_scaled hc hZ hE h hx]
  apply mul_left_cancel₀ hμ.ne'
  linear_combination h1 - c * e3 - P (x / scaling c E) * hε
```

Now the first Dirac equation is used. Since \(F(x)=cQ(x/\mu)\), the chain rule gives \(F'(x)=cQ'(r)/\mu\). At \(r=x/\mu\) the first equation reads

\[
-\frac{\mu Z}{x}p-\mu F'+\frac{\mu\kappa}{x}F=Ep=\mu\varepsilon p,
\]

and division by \(\mu\) leaves the ZORA equation. The identity for \(F\) holds only for positive arguments; the step with `filter_upwards` notes that it holds near each \(x>0\), which is enough to differentiate it.

## From ZORA back to Dirac

```lean
/-- For `Z ≥ 0` and `E > -2c²`, a ZORA solution with the scaled energy, read at `μr`, is the large
component of a Dirac solution whose small component is the ZORA flux at `μr` divided by `c`. -/
theorem dirac_of_zora {c Z κ E : ℝ} {p : ℝ → ℝ} (hc : 0 < c) (hZ : 0 ≤ Z)
    (hE : -(2 * c ^ 2) < E) (h : IsZoraSolution c Z κ (zoraEnergy c E) p) :
    IsDiracSolution c Z κ E (fun r => p (scaling c E * r))
      (fun r => zoraFlux c Z κ p (scaling c E * r) / c) := by
  obtain ⟨hμ, hμE, hε⟩ := scaling_relations hc hE
  have scale : ∀ (f : ℝ → ℝ) (r : ℝ), DifferentiableAt ℝ f (scaling c E * r) →
      HasDerivAt (fun y => f (scaling c E * y))
        (scaling c E * deriv f (scaling c E * r)) r := by
    intro f r hf
    have h2 : HasDerivAt (fun y : ℝ => scaling c E * y) (scaling c E * 1) r :=
      (hasDerivAt_id' r).const_mul _
    exact (HasDerivAt.comp r hf.hasDerivAt h2).congr_deriv (by ring)
  have hP := fun r (hr : 0 < r) => scale p r (h.diff _ (mul_pos hμ hr))
  have hQ := fun r (hr : 0 < r) =>
    (scale (zoraFlux c Z κ p) r (h.diffFlux _ (mul_pos hμ hr))).div_const c
  have e : ∀ r : ℝ, 0 < r → ∀ a : ℝ, a / r = scaling c E * (a / (scaling c E * r)) := by
    intro r hr a
    have := hμ.ne'
    field_simp
  refine ⟨fun r hr => (hP r hr).differentiableAt, fun r hr => (hQ r hr).differentiableAt,
    fun r hr => ?_, fun r hr => ?_⟩
  · -- the ZORA equation is the first Dirac equation
    have h1 := h.energy _ (mul_pos hμ hr)
    simp only [zoraHamiltonian, radialDown] at h1
    have e4 : c * c⁻¹ = 1 := mul_inv_cancel₀ hc.ne'
    simp only [radialDown]
    rw [(hQ r hr).deriv, e r hr κ, e r hr Z]
    linear_combination scaling c E * h1 + p (scaling c E * r) * hε +
      (-(scaling c E * deriv (zoraFlux c Z κ p) (scaling c E * r)) + scaling c E *
        (κ / (scaling c E * r)) * zoraFlux c Z κ p (scaling c E * r)) * e4
  · -- the definition of the flux is the second Dirac equation
    have hx := mul_pos hμ hr
    have hD : 0 < 2 * c ^ 2 + Z / (scaling c E * r) := by positivity
    have cancel : ∀ D A : ℝ, D ≠ 0 → c ^ 2 / D * A / c * D = c * A := by
      intro D A hD
      field_simp
    have hF : zoraFlux c Z κ p (scaling c E * r) / c * (2 * c ^ 2 + Z / (scaling c E * r))
        = c * (deriv p (scaling c E * r) + κ / (scaling c E * r) * p (scaling c E * r)) :=
      cancel _ _ hD.ne'
    simp only [radialUp]
    rw [(hP r hr).deriv, e r hr κ, e r hr Z]
    linear_combination (-scaling c E) * hF +
      zoraFlux c Z κ p (scaling c E * r) / c * hμE
```

Given a ZORA solution \(p\), set \(P(r)=p(\mu r)\) and \(Q(r)=F(\mu r)/c\), and write \(x=\mu r\). Then \(P'(r)=\mu p'(x)\) and \(cQ'(r)=\mu F'(x)\). The left side of the first Dirac equation becomes

\[
\mu\Bigl(-\frac Zx p-F'+\frac{\kappa}{x}F\Bigr)=\mu\varepsilon p=EP .
\]

For the second, the definition of \(F\) gives \((2c^2+Z/x)Q=c(p'+\kappa p/x)\). Multiplied by \(\mu\), this is

\[
\Bigl(2c^2+E+\frac Zr\Bigr)Q=c\Bigl(P'+\frac{\kappa}{r}P\Bigr).
\]

The two bulleted parts of the proof are these two computations.

```lean
/-- For `Z ≥ 0` and `E > -2c²`, `P` is the large component of a Dirac–Coulomb solution with energy
`E` if and only if `p(x) = P(x/μ)` solves the ZORA equation with energy `2c²E/(2c² + E)`. -/
theorem dirac_iff_zora {c Z κ E : ℝ} (P : ℝ → ℝ) (hc : 0 < c) (hZ : 0 ≤ Z)
    (hE : -(2 * c ^ 2) < E) :
    (∃ Q, IsDiracSolution c Z κ E P Q) ↔
      IsZoraSolution c Z κ (zoraEnergy c E) (fun x => P (x / scaling c E)) := by
  constructor
  · rintro ⟨Q, h⟩
    exact zora_of_dirac hc hZ hE h
  · intro h
    have hμ := (scaling_relations hc hE).1
    have h' := dirac_of_zora hc hZ hE h
    have hP : (fun r => P (scaling c E * r / scaling c E)) = P := by
      funext r
      exact congrArg P (mul_div_cancel_left₀ r hμ.ne')
    beta_reduce at h'
    rw [hP] at h'
    exact ⟨_, h'⟩
```

The symbol `∃ Q` says that some small component completes \(P\) to a Dirac solution, and `↔` means "if and only if". The forward direction is `zora_of_dirac`. The reverse applies `dirac_of_zora` to \(P(x/\mu)\) and uses \(P(\mu r/\mu)=P(r)\). The charge may be zero, which covers the free particle.

The argument relies on \(V(x/\mu)=\mu V(x)\), which the point-charge potential satisfies; a screened or finite-nucleus potential in general does not. For a single electron in the field of a point nucleus, the result gives a radial ZORA program an exact energy to be tested against.

```lean
/-- For `E > -2c²` and `ε < 2c²`, the scaled energy of `E` is `ε` exactly when
`E = 2c²ε/(2c² - ε)`. -/
theorem zoraEnergy_eq_iff {c E ε : ℝ} (hE : -(2 * c ^ 2) < E) (hε : ε < 2 * c ^ 2) :
    zoraEnergy c E = ε ↔ E = 2 * c ^ 2 * ε / (2 * c ^ 2 - ε) := by
  have h1 : 2 * c ^ 2 + E ≠ 0 := by linarith
  have h2 : 2 * c ^ 2 - ε ≠ 0 := by linarith
  rw [zoraEnergy, div_eq_iff h1, eq_div_iff h2]
  constructor <;> intro h <;> linear_combination h
```

The energy map can be inverted. The equation \(\varepsilon(2c^2+E)=2c^2E\) rearranges to \(E(2c^2-\varepsilon)=2c^2\varepsilon\), so a ZORA energy below \(2c^2\), every negative one included, returns a Dirac energy that lies above \(-2c^2\), because \(2c^2+E=4c^4/(2c^2-\varepsilon)>0\). It is

\[
E=\frac{2c^2\varepsilon}{2c^2-\varepsilon}.
\]

## An explicit solution for \(\kappa=-1\)

```lean
/-- The radial function `r^γ exp(-Zr)`. -/
def coulombAmplitude (Z γ r : ℝ) : ℝ := r ^ γ * Real.exp (-(Z * r))
```

Write \(g(r)=r^\gamma e^{-Zr}\) for this unnormalised amplitude.

```lean
/-- If `c²(1 - γ²) = Z²`, then `r^γ exp(-Zr)` and a constant multiple of it solve the
Dirac–Coulomb equation for `κ = -1` with energy `c²(γ - 1)`. -/
theorem dirac_solution_witness {c Z γ : ℝ} (hZ : 0 < Z)
    (hγ : c ^ 2 * (1 - γ ^ 2) = Z ^ 2) :
    IsDiracSolution c Z (-1) (c ^ 2 * (γ - 1)) (coulombAmplitude Z γ)
      (fun r => -(c * (1 - γ) / Z) * coulombAmplitude Z γ r) := by
  generalize hb : -(c * (1 - γ) / Z) = b
  have hb1 : b * Z = -(c * (1 - γ)) := by
    rw [← hb, neg_mul, div_mul_cancel₀ _ hZ.ne']
  have hb2 : c * b * (γ + 1) = -Z := by
    apply mul_right_cancel₀ hZ.ne'
    linear_combination c * (γ + 1) * hb1 - hγ
  have hf : ∀ r, 0 < r → HasDerivAt (coulombAmplitude Z γ)
      ((γ / r - Z) * coulombAmplitude Z γ r) r := by
    intro r hr
    have h1 := Real.hasDerivAt_rpow_const (x := r) (p := γ) (Or.inl hr.ne')
    rw [Real.rpow_sub_one hr.ne'] at h1
    have h2 := ((hasDerivAt_id' r).const_mul Z).fun_neg.exp
    exact (h1.fun_mul h2).congr_deriv (by simp only [coulombAmplitude]; ring)
  have hg := fun r (hr : 0 < r) => (hf r hr).const_mul b
  refine ⟨fun r hr => (hf r hr).differentiableAt, fun r hr => (hg r hr).differentiableAt,
    fun r hr => ?_, fun r hr => ?_⟩
  · simp only [radialDown]
    rw [(hg r hr).deriv]
    linear_combination (-(coulombAmplitude Z γ r / r)) * hb2 +
      c * coulombAmplitude Z γ r * hb1
  · simp only [radialUp]
    rw [(hf r hr).deriv]
    linear_combination (-(coulombAmplitude Z γ r / r)) * hb1 -
      c * coulombAmplitude Z γ r * hb2
```

The condition \(c^2(1-\gamma^2)=Z^2\) fixes the power with which the radial function behaves at the nucleus. Its positive root, \(\gamma=\sqrt{1-Z^2/c^2}\) for \(Z<c\), belongs to the 1s state. For \(Z>0\), which the theorem assumes, it verifies \(P=g\), \(Q=bg\) with \(b=-c(1-\gamma)/Z\) and \(E=c^2(\gamma-1)\).

By hand, \(g'=(\gamma/r-Z)g\). The definition of \(b\) gives \(bZ=-c(1-\gamma)\), and the condition on \(\gamma\) then gives \(cb(1+\gamma)=-Z\); these are `hb1` and `hb2`. In the first Dirac equation, the left side is

\[
\Bigl[-\frac{Z+cb(1+\gamma)}{r}+cbZ\Bigr]g=-c^2(1-\gamma)g=Eg .
\]

In the second, the left side minus \(EQ\) is

\[
\Bigl[-\frac{c(1-\gamma)+bZ}{r}-cZ-cb(1+\gamma)c\Bigr]g=0,
\]

because \(2c^2+E=c^2(1+\gamma)\).

For \(\gamma>0\), the condition \(\int_0^\infty(P^2+Q^2)\,dr=1\) is met by multiplying both components by \(N\), where, with \(\Gamma\) the gamma function,

\[
N^2=\frac{1+\gamma}{2}\,\frac{(2Z)^{2\gamma+1}}{\Gamma(2\gamma+1)} .
\]

```lean
/-- For `γ > 0` with `c²(1 - γ²) = Z²`, the function `r^γ exp(-Zr)` taken at
`r = x/((1 + γ)/2)` solves the ZORA equation for `κ = -1` with energy
`2c²(γ - 1)/(1 + γ)`. -/
theorem zora_coulomb_solution {c Z γ : ℝ} (hc : 0 < c) (hZ : 0 < Z) (hγ0 : 0 < γ)
    (hγ : c ^ 2 * (1 - γ ^ 2) = Z ^ 2) :
    IsZoraSolution c Z (-1) (2 * c ^ 2 * (γ - 1) / (1 + γ))
      (fun x => coulombAmplitude Z γ (x / ((1 + γ) / 2))) := by
  have hpos : 0 < c ^ 2 * (1 + γ) := by positivity
  have hE : -(2 * c ^ 2) < c ^ 2 * (γ - 1) := by linarith
  have h := zora_of_dirac hc hZ.le hE (dirac_solution_witness hZ hγ)
  have hμ : scaling c (c ^ 2 * (γ - 1)) = (1 + γ) / 2 := by
    rw [scaling, div_eq_div_iff (by positivity) (by norm_num)]
    ring
  have hε : zoraEnergy c (c ^ 2 * (γ - 1)) = 2 * c ^ 2 * (γ - 1) / (1 + γ) := by
    have hden : 2 * c ^ 2 + c ^ 2 * (γ - 1) ≠ 0 := by linarith
    rw [zoraEnergy, div_eq_div_iff hden (by positivity)]
    ring
  rw [hμ, hε] at h
  exact h

end

end ZoraCoulombScaling
```

Both \(c\) and \(Z\) are assumed positive. Here \(\mu=(1+\gamma)/2\), and `zora_of_dirac` turns the explicit Dirac solution into a ZORA solution with energy

\[
\varepsilon=\frac{2c^2(\gamma-1)}{1+\gamma}.
\]

The ZORA function is normalised by itself, without a small component, so \(g(x/\mu)\) takes the factor \(N/\mu\).

Round numbers show the relation at work. Take the artificial value \(c=5\) with \(Z=3\). Then \(\gamma=4/5\), since \(25(1-16/25)=9\), and

\[
E=-5,\qquad \mu=\frac{9}{10},\qquad \varepsilon=-\frac{50}{9}\approx-5.56 .
\]

The ZORA function is proportional to \(p(x)=x^{4/5}e^{-10x/3}\). Its flux is

\[
F=\frac{25}{50+3/x}\Bigl(-\frac{1}{5x}-\frac{10}{3}\Bigr)p=-\frac53\,p,
\]

and the ZORA Hamiltonian gives

\[
-F'-\frac Fx-\frac3x p=\Bigl[\frac53\Bigl(\frac{4}{5x}-\frac{10}{3}\Bigr)+\frac{5}{3x}-\frac3x\Bigr]p=-\frac{50}{9}\,p .
\]

The terms in \(1/x\) cancel. The inverse map then recovers \(E=50\varepsilon/(50-\varepsilon)=-5\).

```lean
#print axioms ZoraCoulombScaling.dirac_iff_zora
#print axioms ZoraCoulombScaling.zoraEnergy_eq_iff
#print axioms ZoraCoulombScaling.zora_coulomb_solution
```

```
'ZoraCoulombScaling.dirac_iff_zora' depends on axioms: [propext, Classical.choice, Quot.sound]
'ZoraCoulombScaling.zoraEnergy_eq_iff' depends on axioms: [propext, Classical.choice, Quot.sound]
'ZoraCoulombScaling.zora_coulomb_solution' depends on axioms: [propext, Classical.choice, Quot.sound]
```
